# In d dimensions, the squared bond cosine minus 1/d, summed over all ordered pairs including self-pairs, is nonnegative and vanishes exactly for an isotropic bond tensor

## A descriptor with terms of both signs

An atom has \(N\) bonds with unit directions \(u_1,\dots,u_N\) in \(\mathbb{R}^d\), \(d\ge 1\). A rotation-invariant measure of the second-rank part of their angular anisotropy is
\[
Q=\sum_{j,k}\Big[(u_j\cdot u_k)^2-\frac1d\Big],
\]
summed over all ordered pairs, \(j=k\) included. The constant \(1/d\) is the mean squared cosine between two independent, uniformly distributed directions; a term with \(j=k\) always contributes \(1-1/d\).

Read term by term, \(Q\) has no evident sign: a parallel pair contributes \(1-1/d\) and a perpendicular pair \(-1/d\). Without a theorem on the total there is no licence to use \(\sqrt{Q}\) as an order parameter, and the value \(Q=0\) may be misread as absence of order, although the perfectly ordered octahedron gives it. For unit bonds with equal weights, \(Q\) is a squared distance between two tensors, which settles both points.

In \(d=3\), \(x^2-\tfrac13=\tfrac23P_2(x)\) with \(P_2\) the second Legendre polynomial, so \(3Q/(2N^2)\) is the squared \(l=2\) bond-orientational order parameter of simulation practice, normalised to 1 for a single bond, for a fixed, nonempty, finite neighbour list with equal weights. In a point-charge model with equal charges at equal distances, \(Q=0\) is the condition for a vanishing electric field gradient at the centre.

## The bond tensor and the claim

Let \(a,b\) label Cartesian axes, \(u_{ja}\) the components, \(\delta_{ab}\) the Kronecker symbol and \(I\) the identity matrix. The bond tensor is \(T=\sum_j u_ju_j^{\mathsf T}\), that is \(T_{ab}=\sum_j u_{ja}u_{jb}\). For unit bonds,
\[
Q\ge 0,\qquad Q=0\iff T=\frac Nd\,I .
\]

## Q as a squared distance from isotropy

Write each squared inner product as a double sum over axes and exchange the order of summation:
\[
\sum_{j,k}(u_j\cdot u_k)^2=\sum_{a,b}\Big(\sum_j u_{ja}u_{jb}\Big)\Big(\sum_k u_{ka}u_{kb}\Big)=\sum_{a,b}T_{ab}^2 .
\]
For unit bonds the trace is \(\sum_a T_{aa}=\sum_j u_j\cdot u_j=N\). For any real \(c\), only diagonal entries feel the shift by \(cI\), so
\[
\sum_{a,b}(T_{ab}-c\,\delta_{ab})^2=\sum_{a,b}T_{ab}^2-2cN+dc^2 .
\]
With \(c=N/d\) the last two terms give \(-2N^2/d+N^2/d=-N^2/d\), which is the sum of \(-1/d\) over the \(N^2\) pairs. Hence
\[
Q=\sum_{a,b}\Big(T_{ab}-\frac Nd\,\delta_{ab}\Big)^2 .
\]
A sum of squares is nonnegative and is zero exactly when every entry is zero.

## Bound, invariance, projections and the octahedron

Cauchy–Schwarz gives \((u_j\cdot u_k)^2\le 1\), so \(Q\le N^2(1-1/d)\). If \(R^{\mathsf T}R=I\), then \(Rx\cdot Ry=x^{\mathsf T}R^{\mathsf T}Ry=x\cdot y\) for all vectors \(x,y\), and \(Q\) is unchanged when every bond is mapped by \(R\). If \(Q=0\), then for any vector \(x\),
\[
\sum_j (u_j\cdot x)^2=x^{\mathsf T}Tx=\frac Nd\,x\cdot x .
\]
For the \(2d\) bonds \(\pm e_a\), with \(e_a\) the unit vector along axis \(a\), only \(+e_a\) and \(-e_a\) have a nonzero component \(a\). Each contributes \(\delta_{ab}\) to \(T_{ab}\), so \(T=2I\), while \(N/d=2d/d=2\). Thus \(Q=0\); in \(d=3\) these are the six octahedral directions.

## Bonds, axes and hypotheses in Lean

Bonds are indexed by a finite type `ι` with \(N\) = `Fintype.card ι`, axes by a finite type `n` with \(d\) = `Fintype.card n`. A configuration is `u : ι → n → ℝ`, so `u j a` is \(u_{ja}\), and `⬝ᵥ` is the Euclidean dot product in orthonormal axes. The definitions `bondTensor`, `descriptor` and `isotropicTensor` are \(T\), \(Q\) and \((N/d)I\); `descriptor` carries no \(1/N^2\) and keeps the \(j=k\) terms. In `axisBonds` a bond `p` is an axis `p.1` with a sign `p.2`.

The hypothesis `hu : ∀ j, u j ⬝ᵥ u j = 1` assumes that bond vectors have already been divided by their lengths. `[Nonempty n]` is \(d\ge1\). It is absent from `descriptor_le`, where \(d=0\) admits no unit vector, so that \(N=0\) and Lean's value for \(1/0\) plays no role. The statements include \(N=0\), where \(Q=0\) and \(T=0\), and \(d=1\), where the upper bound is zero. Bonds may coincide.

`descriptor_nonneg_and_eq_zero_iff` says: for unit bonds in dimension at least one, \(0\le Q\), and \(Q=0\) if and only if \(T=(N/d)I\). `descriptor_orthogonal` needs no unit length, and `hR : Rᵀ * R = 1` allows reflections as well as rotations. Radial weights, cutoff functions, spherical harmonics and orders other than \(l=2\) do not enter the model, and the file does not treat when the upper bound is reached.

```lean
import Mathlib

open Matrix

namespace BondOrientationDescriptor

noncomputable section

variable {ι n : Type*} [Fintype ι] [Fintype n] [DecidableEq n]

/-- The second-moment tensor `∑ⱼ uⱼ uⱼᵀ` of the bond vectors. -/
def bondTensor (u : ι → n → ℝ) : Matrix n n ℝ :=
  Matrix.of fun a b => ∑ j, u j a * u j b

/-- The angular descriptor `∑ⱼₖ ((uⱼ·uₖ)² - 1/d)`, summed over all ordered pairs of bonds,
with `d` the dimension of space. -/
def descriptor (u : ι → n → ℝ) : ℝ :=
  ∑ j, ∑ k, ((u j ⬝ᵥ u k) ^ 2 - 1 / (Fintype.card n : ℝ))

/-- The isotropic tensor `(N/d) I` for `N` bonds in dimension `d`. -/
def isotropicTensor (ι n : Type*) [Fintype ι] [Fintype n] [DecidableEq n] : Matrix n n ℝ :=
  ((Fintype.card ι : ℝ) / (Fintype.card n : ℝ)) • (1 : Matrix n n ℝ)

/-- The `2d` bonds `+eₐ` and `-eₐ` along the Cartesian axes. -/
def axisBonds (n : Type*) [DecidableEq n] : n × Bool → n → ℝ :=
  fun p a => if a = p.1 then (if p.2 then 1 else -1) else 0

omit [DecidableEq n] in
/-- The sum of squared inner products over all pairs of bonds equals the sum of squared
entries of the bond tensor. -/
theorem sum_sq_dot_eq (u : ι → n → ℝ) :
    ∑ j, ∑ k, (u j ⬝ᵥ u k) ^ 2 = ∑ a, ∑ b, bondTensor u a b ^ 2 := by
  have hL : ∀ j k, (u j ⬝ᵥ u k) ^ 2 = ∑ a, ∑ b, (u j a * u j b) * (u k a * u k b) := by
    intro j k
    rw [sq, dotProduct, Finset.sum_mul_sum]
    exact Finset.sum_congr rfl fun a _ => Finset.sum_congr rfl fun b _ => by ring
  have hR : ∀ a b, bondTensor u a b ^ 2 = ∑ j, ∑ k, (u j a * u j b) * (u k a * u k b) := by
    intro a b
    rw [sq, bondTensor, Matrix.of_apply, Finset.sum_mul_sum]
  -- exchange the sum over bond pairs with the sum over axis pairs
  simp only [hL, hR]
  rw [← Fintype.sum_prod_type' (f := fun j k =>
      ∑ a, ∑ b, (u j a * u j b) * (u k a * u k b)), Finset.sum_comm]
  refine Finset.sum_congr rfl fun a _ => ?_
  rw [Finset.sum_comm]
  refine Finset.sum_congr rfl fun b _ => ?_
  exact Fintype.sum_prod_type' (f := fun j k => (u j a * u j b) * (u k a * u k b))

omit [DecidableEq n] in
/-- For unit bonds the diagonal entries of the bond tensor add up to the number of bonds. -/
theorem trace_bondTensor (u : ι → n → ℝ) (hu : ∀ j, u j ⬝ᵥ u j = 1) :
    ∑ a, bondTensor u a a = (Fintype.card ι : ℝ) := by
  simp only [bondTensor, Matrix.of_apply]
  rw [Finset.sum_comm]
  have h : ∀ j, ∑ a, u j a * u j a = 1 := hu
  simp [h]

/-- For unit bonds in dimension at least one, the descriptor is the sum of squared entries of
the bond tensor minus the isotropic tensor `(N/d) I`. -/
theorem descriptor_eq_sum_sq [Nonempty n] (u : ι → n → ℝ) (hu : ∀ j, u j ⬝ᵥ u j = 1) :
    descriptor u = ∑ a, ∑ b, (bondTensor u - isotropicTensor ι n) a b ^ 2 := by
  have hd : (Fintype.card n : ℝ) ≠ 0 := Nat.cast_ne_zero.mpr Fintype.card_ne_zero
  have htr := trace_bondTensor u hu
  -- expand the square of `T - c I` for any constant `c`
  have expand : ∀ c : ℝ, ∑ a, ∑ b, (bondTensor u - c • (1 : Matrix n n ℝ)) a b ^ 2
      = ∑ a, ∑ b, bondTensor u a b ^ 2 - 2 * c * Fintype.card ι
        + Fintype.card n * c ^ 2 := by
    intro c
    have h1 : ∀ a b, (bondTensor u - c • (1 : Matrix n n ℝ)) a b ^ 2
        = bondTensor u a b ^ 2
          + (if a = b then c ^ 2 - 2 * c * bondTensor u a a else 0) := by
      intro a b
      rw [Matrix.sub_apply, Matrix.smul_apply, Matrix.one_apply, smul_eq_mul]
      by_cases h : a = b
      · subst h
        rw [if_pos rfl, if_pos rfl]
        ring
      · rw [if_neg h, if_neg h]
        ring
    simp only [h1, Finset.sum_add_distrib, Finset.sum_ite_eq, Finset.mem_univ, if_true]
    rw [Finset.sum_sub_distrib, ← Finset.mul_sum, htr, Finset.sum_const, Finset.card_univ,
      nsmul_eq_mul]
    ring
  rw [isotropicTensor, expand, ← sum_sq_dot_eq, descriptor]
  simp only [Finset.sum_sub_distrib, Finset.sum_const, Finset.card_univ, nsmul_eq_mul]
  field_simp
  ring

/-- For `N` unit bonds in dimension `d ≥ 1` the descriptor is nonnegative, and it vanishes
exactly when the bond tensor equals `(N/d) I`. -/
theorem descriptor_nonneg_and_eq_zero_iff [Nonempty n] (u : ι → n → ℝ)
    (hu : ∀ j, u j ⬝ᵥ u j = 1) :
    0 ≤ descriptor u ∧ (descriptor u = 0 ↔ bondTensor u = isotropicTensor ι n) := by
  rw [descriptor_eq_sum_sq u hu]
  refine ⟨Finset.sum_nonneg fun a _ => Finset.sum_nonneg fun b _ => sq_nonneg _, ?_, ?_⟩
  · -- a vanishing sum of squares forces each entry to vanish
    intro h
    ext a b
    have h1 := (Finset.sum_eq_zero_iff_of_nonneg
      (fun a _ => Finset.sum_nonneg fun b _ => sq_nonneg _)).1 h a (Finset.mem_univ a)
    have h2 := (Finset.sum_eq_zero_iff_of_nonneg
      (fun b _ => sq_nonneg _)).1 h1 b (Finset.mem_univ b)
    have h3 := (pow_eq_zero_iff two_ne_zero).1 h2
    rw [Matrix.sub_apply] at h3
    exact sub_eq_zero.1 h3
  · intro h
    simp [h]

omit [DecidableEq n] in
/-- For `N` unit bonds the descriptor is at most `N² (1 - 1/d)`. -/
theorem descriptor_le (u : ι → n → ℝ) (hu : ∀ j, u j ⬝ᵥ u j = 1) :
    descriptor u ≤ (Fintype.card ι : ℝ) ^ 2 * (1 - 1 / (Fintype.card n : ℝ)) := by
  -- Cauchy-Schwarz bounds each squared cosine by one
  have hc : ∀ j k, (u j ⬝ᵥ u k) ^ 2 ≤ 1 := by
    intro j k
    have h := Finset.sum_mul_sq_le_sq_mul_sq Finset.univ (u j) (u k)
    have h1 : ∀ i, ∑ a, u i a ^ 2 = 1 := fun i => by
      have := hu i
      simpa only [dotProduct, sq] using this
    rw [h1, h1, mul_one] at h
    exact h
  calc descriptor u ≤ ∑ _j : ι, ∑ _k : ι, (1 - 1 / (Fintype.card n : ℝ)) :=
        Finset.sum_le_sum fun j _ => Finset.sum_le_sum fun k _ => sub_le_sub_right (hc j k) _
    _ = _ := by
        simp only [Finset.sum_const, Finset.card_univ, nsmul_eq_mul]
        ring

/-- The descriptor is unchanged when all bonds are transformed by the same orthogonal
matrix. -/
theorem descriptor_orthogonal (u : ι → n → ℝ) (R : Matrix n n ℝ) (hR : Rᵀ * R = 1) :
    descriptor (fun j => R *ᵥ u j) = descriptor u := by
  have h : ∀ x y : n → ℝ, (R *ᵥ x) ⬝ᵥ (R *ᵥ y) = x ⬝ᵥ y := by
    intro x y
    rw [Matrix.dotProduct_mulVec, Matrix.vecMul_mulVec, hR, Matrix.vecMul_one]
  simp only [descriptor, h]

/-- If the descriptor of `N` unit bonds vanishes, the squared projections of the bonds on any
vector `x` add up to `(N/d) x·x`. -/
theorem sum_sq_proj_of_descriptor_eq_zero [Nonempty n] (u : ι → n → ℝ)
    (hu : ∀ j, u j ⬝ᵥ u j = 1) (h0 : descriptor u = 0) (x : n → ℝ) :
    ∑ j, (u j ⬝ᵥ x) ^ 2 = (Fintype.card ι : ℝ) / (Fintype.card n : ℝ) * (x ⬝ᵥ x) := by
  have hT := (descriptor_nonneg_and_eq_zero_iff u hu).2.1 h0
  -- the left side is the quadratic form of the bond tensor
  have hq : ∑ j, (u j ⬝ᵥ x) ^ 2 = x ⬝ᵥ bondTensor u *ᵥ x := by
    simp only [sq, dotProduct, Matrix.mulVec, bondTensor, Matrix.of_apply]
    simp only [Finset.sum_mul_sum]
    rw [Finset.sum_comm]
    refine Finset.sum_congr rfl fun a _ => ?_
    rw [Finset.sum_comm, Finset.mul_sum]
    refine Finset.sum_congr rfl fun b _ => ?_
    rw [Finset.sum_mul, Finset.mul_sum]
    exact Finset.sum_congr rfl fun j _ => by ring
  rw [hq, hT, isotropicTensor, Matrix.smul_mulVec, Matrix.one_mulVec, dotProduct_smul,
    smul_eq_mul]

/-- In any dimension `d ≥ 1` the `2d` bonds `±eₐ` are unit vectors with vanishing
descriptor. -/
theorem axisBonds_descriptor [Nonempty n] :
    (∀ p, axisBonds n p ⬝ᵥ axisBonds n p = 1) ∧ descriptor (axisBonds n) = 0 := by
  have hd : (Fintype.card n : ℝ) ≠ 0 := Nat.cast_ne_zero.mpr Fintype.card_ne_zero
  have hu : ∀ p, axisBonds n p ⬝ᵥ axisBonds n p = 1 := by
    rintro ⟨c, s⟩
    cases s <;> simp [axisBonds, dotProduct]
  refine ⟨hu, (descriptor_nonneg_and_eq_zero_iff _ hu).2.2 ?_⟩
  -- both tensors equal `2 I`
  have hc : (Fintype.card (n × Bool) : ℝ) / (Fintype.card n : ℝ) = 2 := by
    rw [Fintype.card_prod, Fintype.card_bool, div_eq_iff hd]
    push_cast
    ring
  ext a b
  rw [isotropicTensor, hc, bondTensor, Matrix.of_apply, Fintype.sum_prod_type,
    Matrix.smul_apply, Matrix.one_apply, smul_eq_mul, Finset.sum_eq_single a]
  · by_cases h : a = b
    · subst h
      norm_num [axisBonds, Fintype.sum_bool]
    · have h' : b ≠ a := fun e => h e.symm
      simp [axisBonds, h, h']
  · intro c _ hca
    have h' : a ≠ c := fun e => hca e.symm
    simp [axisBonds, h']
  · intro h
    exact absurd (Finset.mem_univ a) h

/-- The six bonds `±eₐ` in three dimensions are unit vectors with vanishing descriptor. -/
theorem octahedral_witness :
    Fintype.card (Fin 3 × Bool) = 6 ∧
    (∀ p, axisBonds (Fin 3) p ⬝ᵥ axisBonds (Fin 3) p = 1) ∧
    descriptor (axisBonds (Fin 3)) = 0 :=
  ⟨by simp, axisBonds_descriptor⟩

end

end BondOrientationDescriptor
```

```lean
#print axioms BondOrientationDescriptor.descriptor_nonneg_and_eq_zero_iff
#print axioms BondOrientationDescriptor.descriptor_le
#print axioms BondOrientationDescriptor.descriptor_orthogonal
#print axioms BondOrientationDescriptor.sum_sq_proj_of_descriptor_eq_zero
```

```
'BondOrientationDescriptor.descriptor_nonneg_and_eq_zero_iff' depends on axioms: [propext, Classical.choice, Quot.sound]
'BondOrientationDescriptor.descriptor_le' depends on axioms: [propext, Classical.choice, Quot.sound]
'BondOrientationDescriptor.descriptor_orthogonal' depends on axioms: [propext, Classical.choice, Quot.sound]
'BondOrientationDescriptor.sum_sq_proj_of_descriptor_eq_zero' depends on axioms: [propext, Classical.choice, Quot.sound]
```

## From pair sums to a sum of squares in Lean

`sum_sq_dot_eq` holds for arbitrary vectors. Its `hL` and `hR` expand both sides into the same terms \(u_{ja}u_{jb}u_{ka}u_{kb}\), and `Finset.sum_comm` moves the sum over bond pairs inside the sums over \(a\) and \(b\). `trace_bondTensor` is one exchange of sums followed by `hu`.

In `descriptor_eq_sum_sq`, `expand` is the identity for general \(c\). Its `h1` treats each entry by cases: \((T_{aa}-c)^2=T_{aa}^2+c^2-2cT_{aa}\) on the diagonal and \(T_{ab}^2\) off it; summing and inserting the trace `htr` gives \(-2cN+dc^2\). After setting \(c=N/d\), `field_simp` clears the denominator using `hd`, which is \(d\neq0\) and comes from `[Nonempty n]`.

The main theorem rewrites \(Q\) by that identity. `Finset.sum_eq_zero_iff_of_nonneg` is applied first over \(a\), then over \(b\), to pass from a vanishing sum to a vanishing squared entry; the converse substitutes \(T=(N/d)I\).

## The corollaries in Lean

`descriptor_le` takes Cauchy–Schwarz from `Finset.sum_mul_sq_le_sq_mul_sq` and bounds the pair sum term by term. `descriptor_orthogonal` proves \(Rx\cdot Ry=x\cdot y\) and rewrites. In `sum_sq_proj_of_descriptor_eq_zero`, `hq` identifies the sum of squared projections with \(x^{\mathsf T}Tx\), and `hT` is the forward direction of the main theorem. `axisBonds_descriptor` uses the reverse direction: `hc` gives \(N/d=2\), and `Finset.sum_eq_single a` keeps only the two bonds along axis \(a\). `octahedral_witness` specialises to `Fin 3` and adds the count \(N=6\).

## Bonds that are not unit vectors

The small examples from here on are checked by direct arithmetic. Like the remarks on \(P_2\) and the field gradient, they are not theorems of the file. Take one bond in \(d=3\), \(u_1=\tfrac12e_1\). Then \(Q=\tfrac1{16}-\tfrac13<0\). Take one bond in \(d=2\), \(u_1=2^{-1/4}e_1\). Then \(Q=\tfrac12-\tfrac12=0\), yet \(T=\mathrm{diag}(2^{-1/2},0)\neq\tfrac12I\). In both cases the trace of \(T\) differs from \(N\), which is the step that fails.

## Evaluating Q in a program

With the bond vectors, all nonzero, as rows of an \(N\times d\) NumPy array `r`, and with `N, d = r.shape`, the tensor form reads:

```python
u = r / np.linalg.norm(r, axis=1, keepdims=True)
T = u.T @ u
Q = np.sum((T - (N / d) * np.eye(d)) ** 2)
```

The first line enforces `hu` up to rounding. The cost is of order \(Nd^2\) against \(N^2d\) for the pair sum, and the result is nonnegative even after rounding. A loop over ordered pairs that skips \(j=k\) omits \(N(1-1/d)\) and computes a different quantity: for the octahedron it returns \(0-6\cdot\tfrac23=-4\).
